# Closed form of the Green matrix for a non-interacting impurity coupled to a finite bath

The theorem `green_starH` concerns a one-particle Hamiltonian matrix H in which an impurity level of energy a is coupled by complex amplitudes V k to finitely many bath levels of real energies e k, with no coupling among the bath levels. For complex z different from every bath energy and with z - a - Δ(z) nonzero, where Δ(z) = ∑ |V k|² / (z - e k), it states that the inverse of z - H is the explicit matrix `starG`. The impurity entry of that matrix is 1 / (z - a - Δ(z)), and the bath–bath entries add to the free bath term a term for scattering through the impurity. The proof multiplies z - H by `starG` and checks entry by entry that the product is the identity.

As first written in Lean, the proof fails:

```lean
import Mathlib

open ComplexConjugate

namespace GreenStarH

noncomputable section

variable {n : Type*} [Fintype n] [DecidableEq n]

/-- The star Hamiltonian: an impurity of energy `a` (index `none`) coupled by `V k` to
bath levels of energy `e k` (index `some k`), which are not coupled to each other. -/
def starH (a : ℝ) (V : n → ℂ) (e : n → ℝ) : Matrix (Option n) (Option n) ℂ :=
  Matrix.of fun i j => match i, j with
    | none, none => (a : ℂ)
    | none, some k => V k
    | some k, none => conj (V k)
    | some k, some l => if k = l then (e k : ℂ) else 0

/-- The Green matrix `(z - M)⁻¹` of a Hamiltonian matrix `M`, for `z` where `z - M` is
invertible. -/
def green {m : Type*} [Fintype m] [DecidableEq m] (M : Matrix m m ℂ) (z : ℂ) :
    Matrix m m ℂ :=
  (z • (1 : Matrix m m ℂ) - M)⁻¹

omit [DecidableEq n] in
/-- The hybridisation function `Δ(z) = ∑ |V k|² / (z - e k)`, for `z` different from every
bath level. -/
def hyb (V : n → ℂ) (e : n → ℝ) (z : ℂ) : ℂ :=
  ∑ k, (‖V k‖ : ℂ) ^ 2 / (z - e k)

/-- The impurity Green function `1 / (z - a - Δ(z))`, for `z` different from every bath level
and with nonzero denominator. -/
def impG (a : ℝ) (V : n → ℂ) (e : n → ℝ) (z : ℂ) : ℂ :=
  1 / (z - a - hyb V e z)

/-- The closed form of the Green matrix of the star, for `z` different from every bath level
and `z - a - Δ(z)` nonzero: bath electrons scatter through the impurity. -/
def starG (a : ℝ) (V : n → ℂ) (e : n → ℝ) (z : ℂ) : Matrix (Option n) (Option n) ℂ :=
  Matrix.of fun i j => match i, j with
    | none, none => impG a V e z
    | none, some l => impG a V e z * V l / (z - e l)
    | some k, none => conj (V k) * impG a V e z / (z - e k)
    | some k, some l => (if k = l then 1 / (z - e k) else 0) +
        conj (V k) * impG a V e z * V l / (z - e k) / (z - e l)

/-- A coupling times its conjugate is its squared modulus. -/
lemma coupling_sq (v : ℂ) : v * conj v = (‖v‖ : ℂ) ^ 2 := by
  rw [Complex.mul_conj, Complex.normSq_eq_norm_sq, Complex.ofReal_pow]

/-- If `z` is no bath level and `z - a - Δ(z)` is nonzero, the Green matrix of the star
is given by the closed form `starG`. -/
theorem green_starH (a : ℝ) (V : n → ℂ) (e : n → ℝ) (z : ℂ) (hz : ∀ k, z ≠ e k)
    (hd : z - a - hyb V e z ≠ 0) : green (starH a V e) z = starG a V e z := by
  unfold green
  apply Matrix.inv_eq_right_inv
  -- the entries of `z - H`
  have h00 : (z • (1 : Matrix (Option n) (Option n) ℂ) - starH a V e) none none = z - a := by
    simp [starH]
  have h0k : ∀ k, (z • (1 : Matrix (Option n) (Option n) ℂ) - starH a V e) none (some k)
      = -V k := by
    intro k; simp [starH]
  have hk0 : ∀ k, (z • (1 : Matrix (Option n) (Option n) ℂ) - starH a V e) (some k) none
      = -conj (V k) := by
    intro k; simp [starH]
  have hkl : ∀ k l, (z • (1 : Matrix (Option n) (Option n) ℂ) - starH a V e) (some k) (some l)
      = if k = l then z - e k else 0 := by
    intro k l
    by_cases h : k = l <;> simp [starH, Matrix.one_apply, h]
  -- the entries of the closed form
  have g00 : starG a V e z none none = impG a V e z := rfl
  have g0k : ∀ l, starG a V e z none (some l) = impG a V e z * V l / (z - e l) :=
    fun _ => rfl
  have gk0 : ∀ k, starG a V e z (some k) none = conj (V k) * impG a V e z / (z - e k) :=
    fun _ => rfl
  have gkl : ∀ k l, starG a V e z (some k) (some l) = (if k = l then 1 / (z - e k) else 0) +
      conj (V k) * impG a V e z * V l / ((z - e k) * (z - e l)) := fun _ _ => rfl
  have hg : (z - a - hyb V e z) * impG a V e z = 1 := mul_one_div_cancel hd
  have hinv : ∀ k, (z - e k) * (1 / (z - e k)) = 1 :=
    fun k => mul_one_div_cancel (sub_ne_zero.mpr (hz k))
  generalize impG a V e z = g at *
  -- hopping to the bath and back produces the hybridisation function
  have hs : ∑ m, -V m * (conj (V m) * g / (z - e m)) = -(hyb V e z * g) := by
    unfold hyb
    rw [Finset.sum_mul, ← Finset.sum_neg_distrib]
    refine Finset.sum_congr rfl fun m _ => ?_
    rw [← coupling_sq]
    ring
  ext i j
  rw [Matrix.mul_apply, Fintype.sum_option]
  rcases i with _ | k
  · rcases j with _ | l
    · simp only [h00, h0k, g00, gk0]
      rw [hs, Matrix.one_apply_eq]
      linear_combination hg
    · have ht : ∑ m, -V m * ((if m = l then 1 / (z - e m) else 0) +
          conj (V m) * g * V l / ((z - e m) * (z - e l)))
          = -(V l / (z - e l)) + -(hyb V e z * g) * (V l / (z - e l)) := by
        calc _ = ∑ m, ((if m = l then -(V m / (z - e m)) else 0) +
              (-V m * (conj (V m) * g / (z - e m))) * (V l / (z - e l))) :=
              Finset.sum_congr rfl fun m _ => by split_ifs <;> ring
          _ = _ := by
              rw [Finset.sum_add_distrib, ← Finset.sum_mul, hs]
              simp only [Finset.sum_ite_eq', Finset.mem_univ, if_true]
      simp only [h00, h0k, g0k, gkl]
      rw [ht, Matrix.one_apply_ne (by simp)]
      linear_combination (V l / (z - e l)) * hg
  · rcases j with _ | l
    · simp only [hk0, hkl, g00, gk0, ite_mul, zero_mul, Finset.sum_ite_eq,
        Finset.mem_univ, if_true]
      rw [Matrix.one_apply_ne (by simp)]
      linear_combination (conj (V k) * g) * hinv k
    · simp only [hk0, hkl, g0k, gkl, ite_mul, zero_mul, Finset.sum_ite_eq,
        Finset.mem_univ, if_true]
      by_cases h : k = l
      · subst h
        rw [Matrix.one_apply_eq, if_pos rfl]
        linear_combination (1 + conj (V k) * g * (V k / (z - e k))) * hinv k
      · rw [Matrix.one_apply_ne (by simpa using h), if_neg h]
        linear_combination (conj (V k) * g * (V l / (z - e l))) * hinv k

end

end GreenStarH
```

Messages:

```
Main.lean:77:78: error: Type mismatch
  rfl
has type
  ?m.280 = ?m.280
but is expected to have type
  starG a V e z (some x✝¹) (some x✝) =
    (if x✝¹ = x✝ then 1 / (z - ↑(e x✝¹)) else 0) +
      (starRingEnd ℂ) (V x✝¹) * impG a V e z * V x✝ / ((z - ↑(e x✝¹)) * (z - ↑(e x✝)))
Main.lean:69:40: warning: This simp argument is unused:
  Matrix.one_apply

Hint: Omit it from the simp argument list.
  [apply] simp [starH, h]

Note: This linter can be disabled with `set_option linter.unusedSimpArgs false`
```

The error is in `gkl`, which restates the bath–bath entries of `starG` and is proved by `rfl`. The definition divides the scattering term first by `z - e k` and then by `z - e l`, while `gkl` divides it once by their product. The two are equal, but by a theorem about division, not by unfolding definitions, so `rfl` can't identify them and Lean reports a type mismatch. The repair writes `gkl` with the two successive divisions of the definition, and `rfl` then succeeds.

The sum in `ht` has to change with it. `simp only` uses `gkl` to rewrite the entries in the goal, and `rw [ht]` then looks for the left side of `ht` there, so that side must be written with the same successive divisions.

The warning says that `Matrix.one_apply` is unused in a `simp` call. Removing it is mere tidying and has no part in curing the error.

This version goes through:

```diff
@@ -67,5 +67,5 @@
       = if k = l then z - e k else 0 := by
     intro k l
-    by_cases h : k = l <;> simp [starH, Matrix.one_apply, h]
+    by_cases h : k = l <;> simp [starH, h]
   -- the entries of the closed form
   have g00 : starG a V e z none none = impG a V e z := rfl
@@ -75,5 +75,5 @@
     fun _ => rfl
   have gkl : ∀ k l, starG a V e z (some k) (some l) = (if k = l then 1 / (z - e k) else 0) +
-      conj (V k) * impG a V e z * V l / ((z - e k) * (z - e l)) := fun _ _ => rfl
+      conj (V k) * impG a V e z * V l / (z - e k) / (z - e l) := fun _ _ => rfl
   have hg : (z - a - hyb V e z) * impG a V e z = 1 := mul_one_div_cancel hd
   have hinv : ∀ k, (z - e k) * (1 / (z - e k)) = 1 :=
@@ -95,5 +95,5 @@
       linear_combination hg
     · have ht : ∑ m, -V m * ((if m = l then 1 / (z - e m) else 0) +
-          conj (V m) * g * V l / ((z - e m) * (z - e l)))
+          conj (V m) * g * V l / (z - e m) / (z - e l))
           = -(V l / (z - e l)) + -(hyb V e z * g) * (V l / (z - e l)) := by
         calc _ = ∑ m, ((if m = l then -(V m / (z - e m)) else 0) +
```
